# Two constant screenings a and b give the K-alpha Moseley plot an effective screening of (4a − b)/3

Let $R>0$ be the Rydberg energy, and let the real constants $a$ and $b$ be the screenings of the first and the second shell. In a hydrogenic model the K-alpha energy of an element with nuclear charge $Z$ is

$$E(Z)=R\left((Z-a)^2-\frac{(Z-b)^2}{4}\right).$$

Then

$$\sqrt{\frac{4E(Z)}{3R}}-Z\;\longrightarrow\;-\frac{4a-b}{3}\qquad (Z\to\infty).$$

The plot of the scaled square root against $Z$ therefore approaches a straight line of slope one, and the screening constant read from that line is $(4a-b)/3$. It equals the screening of either shell only when $a=b$.

## Two screened levels and one emission line

In X-ray emission an electron falls from shell $m$ into a hole in shell $n$, with $0<n<m$. Treat each level as hydrogenic, with the nuclear charge reduced by a constant: $-R(Z-a)^2/n^2$ for the lower level and $-R(Z-b)^2/m^2$ for the upper one. Here $R$ is the Rydberg energy, and $a$ and $b$ stand for the shielding of the nucleus by the other electrons. The photon carries the difference,

$$E(Z)=R\left(\frac{(Z-a)^2}{n^2}-\frac{(Z-b)^2}{m^2}\right).$$

K-alpha is the case $n=1$, $m=2$.

Moseley's law is an observation about measured lines: the square root of the frequency is nearly linear in the atomic number. What follows is a property of the model formula. It shows that two different screenings are compatible with a nearly straight plot, and it identifies the single constant that the plot displays.

Divide the energy by $R$ times the shell factor $k=1/n^2-1/m^2$ and take the root:

$$y(Z)=\sqrt{\frac{E(Z)}{Rk}}.$$

For K-alpha $k=3/4$, which gives the $4/(3R)$ above. Two constants describe the behaviour of $y$, the effective screening $s$ and the mismatch $\delta$:

$$s=\frac{m^2a-n^2b}{m^2-n^2},\qquad \delta=\frac{nm(a-b)}{m^2-n^2}.$$

The weights in $s$ add up to one, but the weight of $b$ is negative. Since $s-a=n^2(a-b)/(m^2-n^2)$, an upper shell that is screened more strongly than the lower one pushes $s$ below $a$.

## The limit as Lean states it

The final theorem, `kAlpha_limit`, assumes only `0 < R`. Its conclusion is a `Tendsto` statement: as the real variable `Z` runs along `atTop`, the root minus `Z` tends to `-((4 * a - b) / 3)`. Because `Z` is real, the limit holds in particular along the integer atomic numbers.

The general version, `moseley_limit`, takes shells `n m : ℕ` with `0 < n` and `n < m`. The functions `lineEnergy`, `shellFactor`, `moseleyRoot`, `effScreening` and `mismatch` are $E$, $k$, $y$, $s$ and $\delta$. Energies and `R` share one unit, and the emitted energy is counted as positive.

Three further theorems complete the picture:

- `moseley_deviation` bounds the distance between the plot and its asymptote at every finite $Z$ with $Z-s>|\delta|$.
- `screening_unique` says that $Z-\sigma$ is asymptotic to the plot exactly when $\sigma=s$.
- `moseley_exact_iff` says that the plot coincides with $Z-s$ for all sufficiently large $Z$ exactly when $a=b$.

The screenings are assumed to be constants, the same for every element; they are not derived from a many-electron calculation. Relativistic corrections, fine structure and the relaxation of the other electrons are absent. The limit $Z\to\infty$ describes the formula and not a sequence of real atoms, so for actual elements the finite-$Z$ bound is the more useful statement.

## Completing the square in Z

Put $D=m^2-n^2>0$ and multiply the energy by $n^2m^2/R$:

$$\frac{n^2m^2E}{R}=m^2(Z-a)^2-n^2(Z-b)^2=DZ^2-2(m^2a-n^2b)Z+m^2a^2-n^2b^2.$$

Since $m^2a-n^2b=Ds$, this equals

$$D\left[(Z-s)^2-s^2+\frac{m^2a^2-n^2b^2}{D}\right].$$

The constant left over is

$$s^2-\frac{m^2a^2-n^2b^2}{D}=\frac{(m^2a-n^2b)^2-(m^2-n^2)(m^2a^2-n^2b^2)}{D^2}.$$

In the numerator the terms in $m^4a^2$ and $n^4b^2$ cancel. What remains is $n^2m^2(a^2-2ab+b^2)$, so the constant is $\delta^2$. With $k=D/(n^2m^2)$,

$$E(Z)=Rk\left[(Z-s)^2-\delta^2\right],\qquad y(Z)=\sqrt{(Z-s)^2-\delta^2}.$$

## From the hyperbola to its asymptote

Write $x=Z-s$ and suppose $x>|\delta|$. Then $y^2=x^2-\delta^2\le x^2$ with $x>0$ and $y\ge 0$, so $y\le x$. Moreover

$$(x-y)(x+y)=\delta^2,\qquad\text{hence}\qquad 0\le x-y=\frac{\delta^2}{x+y}\le\frac{\delta^2}{x}.$$

As $Z\to\infty$ the right-hand side tends to zero. So $Z-s-y(Z)\to0$, which is the same as $y(Z)-Z\to-s$. For $n=1$, $m=2$ this gives $s=(4a-b)/3$.

For any other candidate line, $y(Z)-(Z-\sigma)=(y(Z)-Z)+\sigma\to\sigma-s$, and this vanishes only if $\sigma=s$.

Finally, suppose that $y=x$ at a single point with $x>|\delta|$. Then $x^2=x^2-\delta^2$, so $\delta=0$, and $a=b$ because $nm\neq0$. Conversely, if $a=b$ then $\delta=0$ and $y=\sqrt{x^2}=x$ for every $x>0$.

## Equal shell numbers give no asymptote of slope one

The condition $n<m$ excludes $n=m$, and there the conclusion does fail. As a test of the formula, and not as a real emission line, take $n=m=1$, $a=0$ and $b=1$. The energy becomes

$$E(Z)=R\left(Z^2-(Z-1)^2\right)=R(2Z-1).$$

The quadratic terms have cancelled, and $k=0$ leaves nothing to divide by. No other positive normalisation $c$ helps: $\sqrt{E(Z)/c}$ grows only like $\sqrt Z$, so its difference from $Z$ tends to $-\infty$.

## Reading the screening from line energies

In a data analysis the step is short. With arrays `Z` and `E`, and `R` in the same unit as `E`, a fit with the slope fixed at one is

```python
y = np.sqrt(4 * E / (3 * R))
sigma = np.mean(Z - y)
```

If the energies follow the model and every $Z$ satisfies $Z-s>|\delta|$, then `sigma` is at least $s$ and exceeds it by at most the average of $\delta^2/(Z-s)$.

For an illustration, choose $a=1$ and $b=4$, which gives $s=0$ and $\delta=-2$. At $Z=30$ the energy is $E=R(841-169)=672R$, so $y=\sqrt{896}\approx29.933$. The deviation is about $0.067$, within the bound $4/30\approx0.133$. Both shells are screened, yet the asymptote passes through the origin.

For electronic structure this means that, within a one-electron model with constant screenings, the screening constant read from the asymptote of a K-alpha plot should be compared with the combination $(4a-b)/3$ and not with a screening constant computed for the K shell alone. Here $a$ and $b$ are the constants that reproduce the two level energies; screening constants chosen to describe the shape of an orbital are in general different numbers.

## The complete Lean file

```lean
import Mathlib

open Filter Topology

namespace MoseleyScreening

noncomputable section

/-- Energy of the X-ray line emitted when an electron falls from shell `m` to shell `n`, with
screening `a` in the lower shell and `b` in the upper one (`n` and `m` nonzero). -/
def lineEnergy (R a b : ℝ) (n m : ℕ) (Z : ℝ) : ℝ :=
  R * ((Z - a) ^ 2 / (n : ℝ) ^ 2 - (Z - b) ^ 2 / (m : ℝ) ^ 2)

/-- The Rydberg factor `1/n² - 1/m²` of the line (`n` and `m` nonzero). -/
def shellFactor (n m : ℕ) : ℝ := 1 / (n : ℝ) ^ 2 - 1 / (m : ℝ) ^ 2

/-- The ordinate of a Moseley plot: the square root of the line energy in units of
`R (1/n² - 1/m²)` (`R`, `n`, `m` nonzero and `n ≠ m`). -/
def moseleyRoot (R a b : ℝ) (n m : ℕ) (Z : ℝ) : ℝ :=
  Real.sqrt (lineEnergy R a b n m Z / (R * shellFactor n m))

/-- The effective screening constant, a weighted combination of the screenings of the two
shells (`n ≠ m`). -/
def effScreening (a b : ℝ) (n m : ℕ) : ℝ :=
  ((m : ℝ) ^ 2 * a - (n : ℝ) ^ 2 * b) / ((m : ℝ) ^ 2 - (n : ℝ) ^ 2)

/-- The scaled difference between the screenings of the two shells (`n ≠ m`). -/
def mismatch (a b : ℝ) (n m : ℕ) : ℝ :=
  (n : ℝ) * m * (a - b) / ((m : ℝ) ^ 2 - (n : ℝ) ^ 2)

/-- The K-alpha energy, for a transition from the second shell to the first. -/
def kAlphaEnergy (R a b Z : ℝ) : ℝ := R * ((Z - a) ^ 2 - (Z - b) ^ 2 / 4)

variable {R a b : ℝ} {n m : ℕ}

/-- For `n < m` the difference `m² - n²` is positive. -/
lemma gap_pos (hnm : n < m) : 0 < (m : ℝ) ^ 2 - (n : ℝ) ^ 2 := by
  have h : (n : ℝ) < m := by exact_mod_cast hnm
  nlinarith [(Nat.cast_nonneg n : (0 : ℝ) ≤ n)]

/-- For `0 < n < m` the line energy is `R (1/n² - 1/m²)` times `(Z - s)² - δ²`, with `s` the
effective screening and `δ` the mismatch. -/
theorem lineEnergy_eq (hn : 0 < n) (hnm : n < m) (Z : ℝ) :
    lineEnergy R a b n m Z = R * shellFactor n m *
      ((Z - effScreening a b n m) ^ 2 - mismatch a b n m ^ 2) := by
  have hn' : (n : ℝ) ≠ 0 := by exact_mod_cast hn.ne'
  have hm' : (m : ℝ) ≠ 0 := by exact_mod_cast (hn.trans hnm).ne'
  have hd := (gap_pos hnm).ne'
  unfold lineEnergy shellFactor effScreening mismatch
  field_simp
  ring

/-- For `R > 0` and `0 < n < m` the Moseley ordinate is the square root of
`(Z - s)² - δ²`, with `s` the effective screening and `δ` the mismatch. -/
theorem moseleyRoot_eq (hR : 0 < R) (hn : 0 < n) (hnm : n < m) (Z : ℝ) :
    moseleyRoot R a b n m Z =
      Real.sqrt ((Z - effScreening a b n m) ^ 2 - mismatch a b n m ^ 2) := by
  have hn' : (0 : ℝ) < n := by exact_mod_cast hn
  have hk : 0 < shellFactor n m :=
    sub_pos.2 (one_div_lt_one_div_of_lt (by positivity) (sub_pos.1 (gap_pos hnm)))
  unfold moseleyRoot
  rw [lineEnergy_eq hn hnm, mul_div_cancel_left₀ _ (mul_pos hR hk).ne']

/-- For `R > 0`, `0 < n < m` and `Z - s` larger than `|δ|`, the Moseley ordinate lies below the
straight line `Z - s`, or on it, by at most `δ² / (Z - s)`. -/
theorem moseley_deviation (hR : 0 < R) (hn : 0 < n) (hnm : n < m) {Z : ℝ}
    (hZ : |mismatch a b n m| < Z - effScreening a b n m) :
    0 ≤ Z - effScreening a b n m - moseleyRoot R a b n m Z ∧
      Z - effScreening a b n m - moseleyRoot R a b n m Z ≤
        mismatch a b n m ^ 2 / (Z - effScreening a b n m) := by
  rw [moseleyRoot_eq hR hn hnm]
  generalize Z - effScreening a b n m = x at *
  generalize mismatch a b n m = d at *
  have hx : 0 < x := (abs_nonneg d).trans_lt hZ
  have hsq : d ^ 2 < x ^ 2 := sq_lt_sq.2 (by rwa [abs_of_pos hx])
  have hr := Real.sqrt_nonneg (x ^ 2 - d ^ 2)
  have hr2 := Real.sq_sqrt (sub_pos.2 hsq).le
  generalize Real.sqrt (x ^ 2 - d ^ 2) = r at *
  have hle : 0 ≤ x - r := by
    by_contra hc
    nlinarith [sq_nonneg d]
  refine ⟨hle, ?_⟩
  -- the deviation times `x` is at most `(x - r) (x + r) = d²`
  rw [le_div_iff₀ hx]
  nlinarith [mul_nonneg hr hle]

/-- The line `Z - s` grows without bound with `Z`. -/
lemma tendsto_line (s : ℝ) : Tendsto (fun Z : ℝ => Z - s) atTop atTop :=
  tendsto_atTop.2 fun c => (eventually_ge_atTop (c + s)).mono fun Z h => by
    show c ≤ Z - s
    linarith

/-- For `R > 0` and `0 < n < m`, the Moseley ordinate minus `Z` tends to minus the effective
screening as `Z` tends to infinity. -/
theorem moseley_limit (hR : 0 < R) (hn : 0 < n) (hnm : n < m) :
    Tendsto (fun Z => moseleyRoot R a b n m Z - Z) atTop (𝓝 (-effScreening a b n m)) := by
  have hlin := tendsto_line (effScreening a b n m)
  have hev := hlin.eventually_gt_atTop |mismatch a b n m|
  -- the deviation from the straight line is squeezed to zero
  have h0 : Tendsto (fun Z => Z - effScreening a b n m - moseleyRoot R a b n m Z)
      atTop (𝓝 0) :=
    squeeze_zero' (hev.mono fun Z h => (moseley_deviation hR hn hnm h).1)
      (hev.mono fun Z h => (moseley_deviation hR hn hnm h).2)
      (tendsto_const_nhds.div_atTop hlin)
  have h1 := h0.neg.sub_const (effScreening a b n m)
  rw [neg_zero, zero_sub] at h1
  refine h1.congr fun Z => ?_
  ring

/-- For `R > 0` and `0 < n < m`, a line `Z - σ` is asymptotic to the Moseley ordinate exactly
when `σ` is the effective screening. -/
theorem screening_unique (hR : 0 < R) (hn : 0 < n) (hnm : n < m) (σ : ℝ) :
    Tendsto (fun Z => moseleyRoot R a b n m Z - (Z - σ)) atTop (𝓝 0) ↔
      σ = effScreening a b n m := by
  have key : Tendsto (fun Z => moseleyRoot R a b n m Z - (Z - σ)) atTop
      (𝓝 (-effScreening a b n m + σ)) :=
    ((moseley_limit hR hn hnm).add_const σ).congr fun Z => by ring
  constructor
  · intro h
    have := tendsto_nhds_unique h key
    linarith
  · intro h
    have e : -effScreening a b n m + σ = 0 := by linarith
    rwa [e] at key

/-- For `R > 0` and `0 < n < m`, the Moseley plot coincides with its asymptote at all
sufficiently large `Z` exactly when both shells have the same screening. -/
theorem moseley_exact_iff (hR : 0 < R) (hn : 0 < n) (hnm : n < m) :
    (∀ᶠ Z in atTop, moseleyRoot R a b n m Z = Z - effScreening a b n m) ↔ a = b := by
  have hev := (tendsto_line (effScreening a b n m)).eventually_gt_atTop |mismatch a b n m|
  constructor
  · intro h
    obtain ⟨Z, hZ, hlt⟩ := (h.and hev).exists
    rw [moseleyRoot_eq hR hn hnm] at hZ
    have hx := (abs_nonneg _).trans_lt hlt
    have hsq := sq_lt_sq.2 (by rwa [abs_of_pos hx] :
      |mismatch a b n m| < |Z - effScreening a b n m|)
    have h2 := Real.sq_sqrt (sub_pos.2 hsq).le
    rw [hZ] at h2
    -- equality with the line forces the mismatch to vanish
    have hd : mismatch a b n m = 0 := pow_eq_zero_iff two_ne_zero |>.1 (by linarith)
    by_contra hab
    have hn' : (n : ℝ) ≠ 0 := by exact_mod_cast hn.ne'
    have hm' : (m : ℝ) ≠ 0 := by exact_mod_cast (hn.trans hnm).ne'
    exact div_ne_zero (mul_ne_zero (mul_ne_zero hn' hm') (sub_ne_zero.2 hab))
      (gap_pos hnm).ne' hd
  · intro hab
    have hd : mismatch a b n m = 0 := by simp [mismatch, hab]
    refine hev.mono fun Z h => ?_
    have hx := (abs_nonneg _).trans_lt h
    rw [moseleyRoot_eq hR hn hnm, hd, zero_pow two_ne_zero, sub_zero, Real.sqrt_sq hx.le]

/-- For `R > 0` and `E(Z)` the K-alpha energy with screenings `a` and `b`, the square root of
`4E(Z)/(3R)` minus `Z` tends to `-(4a - b)/3` as `Z` tends to infinity. -/
theorem kAlpha_limit (hR : 0 < R) :
    Tendsto (fun Z => Real.sqrt (4 * kAlphaEnergy R a b Z / (3 * R)) - Z) atTop
      (𝓝 (-((4 * a - b) / 3))) := by
  have h := moseley_limit (a := a) (b := b) hR one_pos one_lt_two
  have hs : effScreening a b 1 2 = (4 * a - b) / 3 := by
    norm_num [effScreening]
  have hk : shellFactor 1 2 = 3 / 4 := by norm_num [shellFactor]
  rw [hs] at h
  refine h.congr fun Z => ?_
  have hE : lineEnergy R a b 1 2 Z = kAlphaEnergy R a b Z := by
    norm_num [lineEnergy, kAlphaEnergy]
  have hq : kAlphaEnergy R a b Z / (R * (3 / 4)) = 4 * kAlphaEnergy R a b Z / (3 * R) := by
    rw [div_eq_div_iff (by positivity) (by positivity)]
    ring
  rw [moseleyRoot, hE, hk, hq]

end

end MoseleyScreening
```

```lean
#print axioms MoseleyScreening.screening_unique
#print axioms MoseleyScreening.moseley_exact_iff
#print axioms MoseleyScreening.kAlpha_limit
```

```
'MoseleyScreening.screening_unique' depends on axioms: [propext, Classical.choice, Quot.sound]
'MoseleyScreening.moseley_exact_iff' depends on axioms: [propext, Classical.choice, Quot.sound]
'MoseleyScreening.kAlpha_limit' depends on axioms: [propext, Classical.choice, Quot.sound]
```

## How the square and the squeeze appear in Lean

`gap_pos` supplies $m^2-n^2>0$, which licenses every division by $D$. In `lineEnergy_eq` the definitions are unfolded, `field_simp` clears the denominators, and `ring` confirms the polynomial identity that was expanded above.

`moseleyRoot_eq` first shows that the shell factor is positive, then cancels $Rk$ from numerator and denominator. It holds for every real $Z$: where $|Z-s|<|\delta|$ the energy is negative and `Real.sqrt` returns zero on both sides. The limit never meets that region.

`moseley_deviation` contains the main estimate. The `generalize` steps replace $Z-s$, $\delta$ and the root by plain variables `x`, `d` and `r`, with $r^2=x^2-d^2$ recorded in `hr2`. The inequality $r\le x$ is proved by contradiction, since $r>x>0$ would force $r^2>x^2$. For the upper bound, `le_div_iff₀` turns the claim into $(x-r)x\le d^2$. This follows from

$$(x-r)x=(x-r)(x+r)-r(x-r)=d^2-r(x-r)$$

and $r(x-r)\ge0$, which is the product handed to `nlinarith`.

`tendsto_line` says that $Z-s$ grows without bound. It is used twice in `moseley_limit`: it guarantees that $Z-s>|\delta|$ eventually holds, and it sends $\delta^2/(Z-s)$ to zero. `squeeze_zero'` then traps the deviation between zero and that bound. Negating the result and subtracting $s$ gives the limit in its stated form.

In `screening_unique`, the term `key` is the limit $\sigma-s$ computed by hand above. If the difference also tends to zero, `tendsto_nhds_unique` equates the two limits; the converse substitutes $\sigma=s$.

For the forward direction of `moseley_exact_iff`, the proof picks one $Z$ at which the plot meets the line and $Z-s>|\delta|$ holds too. Squaring gives $\delta=0$, and `div_ne_zero` shows that this is impossible when $a\ne b$. In the reverse direction $\delta=0$ reduces the root to $\sqrt{(Z-s)^2}$, which `Real.sqrt_sq` evaluates as $Z-s$.

`kAlpha_limit` applies the general limit with $n=1$ and $m=2$. The auxiliary equations `hs`, `hk` and `hE` evaluate the effective screening, the shell factor and the energy, and `hq` rewrites division by $R\cdot\tfrac34$ as the familiar $4E/(3R)$.
